# Spin contamination limits how negative the spin density of a determinant can be

A calculation with a high-spin restricted open-shell determinant can be repeated in larger and larger basis sets in search of a negative spin density at a nucleus, and it will never find one. This can look like a basis-set problem, but it comes from the form of the wavefunction.

The bound concerns a single determinant in a finite orthonormal basis. Let $P$ and $Q$ be the orthogonal projectors onto its occupied up-spin and down-spin spaces, and let $d=\operatorname{Tr}Q-\operatorname{Tr}PQ$. For every coefficient vector $x$,

$$\langle x,(P-Q)x\rangle\ \ge\ -\sqrt d\,\|x\|^2 .$$

When $x$ lists the complex conjugates of the basis functions' values at a point, the left side is the spin density there. The number $d$ is the spin contamination of the determinant, provided that the up-spin electrons are at least as many as the down-spin ones. A negative spin density therefore requires $d>0$. In the restricted determinant the down-spin space lies inside the up-spin space, so $PQ=Q$ and $d=0$. The Fermi contact term of the hyperfine coupling is proportional to the spin density at the nucleus, so in a restricted determinant it either vanishes or has the sign set by the nuclear magnetic moment.

```lean
import Mathlib

open Matrix

namespace NegativeSpinDensity

noncomputable section

variable {n : Type*} [Fintype n]
```

## Projectors, contamination and the density at the nucleus

The basis functions $\varphi_i$ are labelled by a finite index type `n`. An occupied space is represented by a matrix with $P^\dagger=P$ and $P^2=P$, which says that the orbitals are orthonormal and that each is either filled or empty.

```lean
/-- An orthogonal projector onto an occupied space: a Hermitian idempotent matrix. -/
def IsProjector (P : Matrix n n ℂ) : Prop := Pᴴ = P ∧ P * P = P
```

The inner product is $\langle x,y\rangle=\sum_i \overline{x_i}\,y_i$, written `star x ⬝ᵥ y` in Lean, and the squared norm is $\|x\|^2=\sum_i|x_i|^2$.

```lean
/-- The squared norm of a coefficient vector. -/
def sqNorm (x : n → ℂ) : ℝ := ∑ i, ‖x i‖ ^ 2
```

The number $d$ is the amount by which $\langle S^2\rangle$ of the determinant, in units of $\hbar^2$, exceeds $m(m+1)$, where $m=(\operatorname{Tr}P-\operatorname{Tr}Q)/2$ is half the difference between the numbers of up-spin and down-spin electrons. This is the usual spin contamination when the up-spin electrons are at least as many as the down-spin ones. The theorems do not assume that order; with more down-spin electrons, $d$ is positive even without contamination in the usual sense.

```lean
/-- The spin contamination `Tr Q - Tr PQ` (its real part) of up-spin projector `P` and
down-spin projector `Q`. -/
def contamination (P Q : Matrix n n ℂ) : ℝ := (trace Q - trace (P * Q)).re
```

If the nucleus sits at $R$, put $x_i=\overline{\varphi_i(R)}$. The up-spin density at $R$ is then $\sum_{ij}\varphi_i(R)P_{ij}\overline{\varphi_j(R)}=\langle x,Px\rangle$, and likewise for $Q$. The theorems hold for every complex vector $x$, so they use nothing about the shape of the basis functions. The factor $\|x\|^2=\sum_i|\varphi_i(R)|^2$ depends on the basis and can grow without limit as functions are added. For $d>0$ the bound therefore belongs to a given basis and sets no basis-independent limit on the spin density at a nucleus; for $d=0$ the factor does not matter.

```lean
/-- The spin density `⟨x, (P - Q) x⟩` (its real part), where `x` lists the conjugated values of
the orthonormal basis functions at the nucleus. -/
def spinDensity (P Q : Matrix n n ℂ) (x : n → ℂ) : ℝ := (star x ⬝ᵥ ((P - Q) *ᵥ x)).re
```

Both definitions take a real part, because a trace or an inner product of complex matrices is a complex number in Lean. For projectors nothing is lost, as the steps below show.

## The spin density as a difference of two squared lengths

Since $\overline{x_i}\,x_i=|x_i|^2$, we have $\langle x,x\rangle=\|x\|^2$.

```lean
/-- The inner product of a vector with itself is its squared norm. -/
theorem dot_self (x : n → ℂ) : star x ⬝ᵥ x = (sqNorm x : ℂ) := by
  unfold sqNorm dotProduct
  push_cast
  exact Finset.sum_congr rfl fun i _ => Complex.conj_mul' (x i)
```

The projector onto the virtual space is $1-P$. It is Hermitian, and $(1-P)^2=1-2P+P^2=1-P$.

```lean
/-- The complement of an orthogonal projector is an orthogonal projector. -/
theorem IsProjector.compl [DecidableEq n] {P : Matrix n n ℂ} (hP : IsProjector P) :
    IsProjector (1 - P) :=
  ⟨by rw [conjTranspose_sub, conjTranspose_one, hP.1], by simp [sub_mul, mul_sub, hP.2]⟩
```

Moving one factor across the inner product gives $\langle Px,Py\rangle=\langle x,P^\dagger Py\rangle=\langle x,Py\rangle$.

```lean
/-- In an inner product of two vectors projected by the same orthogonal projector, the
projection of the first may be dropped. -/
theorem IsProjector.dot {P : Matrix n n ℂ} (hP : IsProjector P) (x y : n → ℂ) :
    star (P *ᵥ x) ⬝ᵥ (P *ᵥ y) = star x ⬝ᵥ (P *ᵥ y) := by
  rw [star_mulVec, ← dotProduct_mulVec, hP.1, mulVec_mulVec, hP.2]
```

Applying this to $P$ and to $1-P$ with $y=x$, and adding, gives $\|Px\|^2+\|(1-P)x\|^2=\langle x,(P+1-P)x\rangle=\|x\|^2$.

```lean
/-- For an orthogonal projector, the squared norms of the occupied and virtual parts of a vector
add up to its squared norm. -/
theorem IsProjector.pythagoras [DecidableEq n] {P : Matrix n n ℂ} (hP : IsProjector P)
    (x : n → ℂ) :
    sqNorm (P *ᵥ x) + sqNorm ((1 - P) *ᵥ x) = sqNorm x := by
  apply Complex.ofReal_injective
  rw [Complex.ofReal_add, ← dot_self, ← dot_self, ← dot_self, hP.dot, hP.compl.dot,
    ← dotProduct_add, ← add_mulVec, add_sub_cancel, one_mulVec]
```

The same rule turns the spin density into a difference of squared lengths, so it is real:

$$\langle x,(P-Q)x\rangle=\|Px\|^2-\|Qx\|^2 .$$

```lean
/-- For orthogonal projectors the spin density is real: it is the up-spin density `‖Px‖²` minus
the down-spin density `‖Qx‖²`. -/
theorem density_eq {P Q : Matrix n n ℂ} (hP : IsProjector P) (hQ : IsProjector Q) (x : n → ℂ) :
    star x ⬝ᵥ ((P - Q) *ᵥ x) = ((sqNorm (P *ᵥ x) - sqNorm (Q *ᵥ x) : ℝ) : ℂ) := by
  rw [sub_mulVec, dotProduct_sub, Complex.ofReal_sub, ← dot_self, ← dot_self, hP.dot, hQ.dot]
```

## How far the down-spin part leaks out of the up-spin space

Let $y=Qx$ and $M=(1-P)Q$. Because $Qy=y$, the part of $y$ outside the up-spin space is $(1-P)y=My$. The trace is cyclic, so

$$\operatorname{Tr}M^\dagger M=\operatorname{Tr}Q(1-P)Q=\operatorname{Tr}(1-P)Q=d ,$$

and $d=\sum_{ij}|M_{ij}|^2$ is real and non-negative. Cauchy–Schwarz in row $i$ gives $|(My)_i|^2\le\sum_j|M_{ij}|^2\,\|y\|^2$. Summing over $i$,

$$\|(1-P)y\|^2\le d\,\|y\|^2 .$$

In the proof, `e` is the rewriting of $(1-P)y$ as $My$, `h1` the trace identity, `h2` the sum over entries, and `h3` the triangle inequality that precedes Cauchy–Schwarz.

```lean
variable [DecidableEq n]

/-- For orthogonal projectors, the part of `Qx` outside the up-spin occupied space has squared
norm at most the contamination times `‖Qx‖²`. -/
theorem leakage_le {P Q : Matrix n n ℂ} (hP : IsProjector P) (hQ : IsProjector Q) (x : n → ℂ) :
    sqNorm ((1 - P) *ᵥ (Q *ᵥ x)) ≤ contamination P Q * sqNorm (Q *ᵥ x) := by
  have hR := hP.compl
  have e : (1 - P) *ᵥ (Q *ᵥ x) = ((1 - P) * Q) *ᵥ (Q *ᵥ x) := by
    rw [mulVec_mulVec, mulVec_mulVec, mul_assoc, hQ.2]
  have h1 : contamination P Q = (trace (((1 - P) * Q)ᴴ * ((1 - P) * Q))).re := by
    rw [conjTranspose_mul, hR.1, hQ.1, mul_assoc, ← mul_assoc (1 - P) (1 - P) Q, hR.2,
      trace_mul_comm, mul_assoc, hQ.2, sub_mul, one_mul, trace_sub, contamination]
  rw [e, h1]
  generalize (1 - P) * Q = M
  generalize Q *ᵥ x = y
  -- the trace is the sum of the squared entries
  have h2 : trace (Mᴴ * M) = ((∑ j, ∑ i, ‖M i j‖ ^ 2 : ℝ) : ℂ) := by
    push_cast
    exact Finset.sum_congr rfl fun j _ => Finset.sum_congr rfl fun i _ =>
      Complex.conj_mul' (M i j)
  rw [h2, Complex.ofReal_re, Finset.sum_comm]
  -- Cauchy-Schwarz in every row
  unfold sqNorm
  rw [Finset.sum_mul]
  refine Finset.sum_le_sum fun i _ => ?_
  have h3 : ‖(M *ᵥ y) i‖ ≤ ∑ j, ‖M i j‖ * ‖y j‖ :=
    (norm_sum_le _ _).trans (le_of_eq (Finset.sum_congr rfl fun j _ => norm_mul _ _))
  exact (pow_le_pow_left₀ (norm_nonneg _) h3 2).trans (Finset.sum_mul_sq_le_sq_mul_sq _ _ _)
```

## An inequality between four lengths

Write $p=\|Px\|$, $r=\|(1-P)x\|$, $c=\|Py\|$, $t=\|(1-P)y\|$ and $s=\sqrt d$. The leakage bound reads $t^2\le s^2(c^2+t^2)$. A second relation, derived in the next step, is $c^2+t^2\le pc+rt$. From these two we want $c^2+t^2-p^2\le s(p^2+r^2)$.

If $s=0$, then $t=0$ and $c^2\le pc$. Together with $(p-c)^2\ge0$ this gives $p^2\ge 2pc-c^2\ge c^2$, as required.

If $s>0$, multiply the wanted inequality by $s(1+s)$ and complete the squares:

$$\begin{aligned}
s(1+s)\big[s(p^2+r^2)+p^2-c^2-t^2\big]={}&s\big((1+s)p-c\big)^2+(1+s)(sr-t)^2\\
&+2s(1+s)\,(pc+rt-c^2-t^2)\\
&+\big(s^2(c^2+t^2)-t^2\big).
\end{aligned}$$

Every term on the right is non-negative. The lemma states this for arbitrary real numbers with $s\ge0$. The two cases are split by `rcases`, and in the second one `nlinarith` receives the two squares and the multiplied hypothesis.

```lean
/-- Planar inequality: if `c² + t² ≤ pc + rt` and `t² ≤ s² (c² + t²)` with `s ≥ 0`, then
`c² + t² - p² ≤ s (p² + r²)`. -/
theorem planar_bound (p r c t s : ℝ) (hs : 0 ≤ s) (h : c ^ 2 + t ^ 2 ≤ p * c + r * t)
    (ht : t ^ 2 ≤ s ^ 2 * (c ^ 2 + t ^ 2)) :
    c ^ 2 + t ^ 2 - p ^ 2 ≤ s * (p ^ 2 + r ^ 2) := by
  rcases hs.eq_or_lt with rfl | h0
  · have ht0 : t = 0 := (pow_eq_zero_iff two_ne_zero).1 (le_antisymm (by linarith) (sq_nonneg t))
    subst ht0
    nlinarith [sq_nonneg (p - c)]
  · have h1 : 0 < s * (1 + s) := by positivity
    refine le_of_mul_le_mul_left ?_ h1
    -- complete the squares with weights `s` and `1 + s`
    nlinarith [mul_nonneg hs (sq_nonneg ((1 + s) * p - c)), mul_le_mul_of_nonneg_left h h1.le,
      mul_nonneg (by positivity : 0 ≤ 1 + s) (sq_nonneg (s * r - t))]
```

## The lower bound on the spin density

The missing relation comes from splitting $\|y\|^2=\langle x,Qx\rangle=\langle x,y\rangle$ along the occupied and virtual up-spin spaces:

$$\|y\|^2=\langle Px,Py\rangle+\langle(1-P)x,(1-P)y\rangle\le pc+rt ,$$

where the last step is Cauchy–Schwarz in each term. Since $\|y\|^2=c^2+t^2$ and $\|x\|^2=p^2+r^2$, the four-length inequality becomes

$$\|Qx\|^2-\|Px\|^2\le\sqrt d\,\|x\|^2 ,$$

which is the bound with its sign reversed.

In Lean, `cs` is Cauchy–Schwarz, `e` the splitting, `hY` the resulting estimate, and `hl` the leakage bound with $d$ replaced by $(\sqrt d)^2$. The lengths enter `planar_bound` as square roots of `sqNorm`, and `key` is its conclusion.

```lean
/-- For orthogonal projectors `P` (up) and `Q` (down), the spin density is bounded below by minus
the square root of the spin contamination times `‖x‖²`. -/
theorem spinDensity_ge {P Q : Matrix n n ℂ} (hP : IsProjector P) (hQ : IsProjector Q)
    (x : n → ℂ) : -(√(contamination P Q) * sqNorm x) ≤ spinDensity P Q x := by
  have nn : ∀ y : n → ℂ, 0 ≤ sqNorm y := fun y => Finset.sum_nonneg fun i _ => sq_nonneg _
  have cs : ∀ y z : n → ℂ, ‖star y ⬝ᵥ z‖ ≤ √(sqNorm y) * √(sqNorm z) := fun y z =>
    (norm_sum_le _ _).trans ((le_of_eq (Finset.sum_congr rfl fun i _ => by
      rw [norm_mul, Pi.star_apply, norm_star])).trans (Real.sum_mul_le_sqrt_mul_sqrt _ _ _))
  -- split `⟨x, Qx⟩ = ‖Qx‖²` into occupied and virtual parts of the up-spin space
  have e : (sqNorm (Q *ᵥ x) : ℂ) = star (P *ᵥ x) ⬝ᵥ (P *ᵥ (Q *ᵥ x))
      + star ((1 - P) *ᵥ x) ⬝ᵥ ((1 - P) *ᵥ (Q *ᵥ x)) := by
    rw [hP.dot, hP.compl.dot, ← dotProduct_add, ← add_mulVec, add_sub_cancel, one_mulVec,
      ← dot_self, hQ.dot]
  have hY := (norm_add_le _ _).trans (add_le_add (cs (P *ᵥ x) (P *ᵥ (Q *ᵥ x)))
    (cs ((1 - P) *ᵥ x) ((1 - P) *ᵥ (Q *ᵥ x))))
  rw [← e, Complex.norm_real, Real.norm_eq_abs, abs_of_nonneg (nn _)] at hY
  have hd : contamination P Q ≤ √(contamination P Q) ^ 2 := by
    rcases le_total 0 (contamination P Q) with h | h
    · rw [Real.sq_sqrt h]
    · exact h.trans (sq_nonneg _)
  have hl := (leakage_le hP hQ x).trans (mul_le_mul_of_nonneg_right hd (nn _))
  have key := planar_bound (√(sqNorm (P *ᵥ x))) (√(sqNorm ((1 - P) *ᵥ x)))
    (√(sqNorm (P *ᵥ (Q *ᵥ x)))) (√(sqNorm ((1 - P) *ᵥ (Q *ᵥ x))))
    (√(contamination P Q)) (Real.sqrt_nonneg _)
    (by rw [Real.sq_sqrt (nn _), Real.sq_sqrt (nn _), hP.pythagoras]; exact hY)
    (by rw [Real.sq_sqrt (nn _), Real.sq_sqrt (nn _), hP.pythagoras]; exact hl)
  simp only [Real.sq_sqrt (nn _), hP.pythagoras] at key
  rw [spinDensity, density_eq hP hQ, Complex.ofReal_re]
  linarith
```

If some $x$ has a negative spin density, then $d>0$. Otherwise $\sqrt d=0$, and the bound would make the spin density at least zero.

```lean
/-- For orthogonal projectors, a negative spin density requires positive spin contamination. -/
theorem contamination_pos {P Q : Matrix n n ℂ} (hP : IsProjector P) (hQ : IsProjector Q)
    {x : n → ℂ} (hx : spinDensity P Q x < 0) : 0 < contamination P Q := by
  by_contra h
  have h1 := spinDensity_ge hP hQ x
  rw [Real.sqrt_eq_zero_of_nonpos (not_lt.1 h)] at h1
  linarith
```

## An oblique projector breaks the bound

Idempotency of $Q$ alone is not enough. Take

$$P=\begin{pmatrix}1&0\\0&0\end{pmatrix},\qquad Q=\begin{pmatrix}1&1\\0&0\end{pmatrix},\qquad x=\begin{pmatrix}1\\1\end{pmatrix}.$$

Here $Q^2=Q$ but $Q^\dagger\ne Q$. Since $PQ=Q$, we get $d=0$, yet $(P-Q)x=(-1,0)$ and $\langle x,(P-Q)x\rangle=-1$. This pair is an algebraic example and does not describe a determinant: $P$ and $Q$ have the same range, so they would be equal if both were orthogonal projectors for one common overlap matrix. Single matrices like $Q$ do arise in a non-orthogonal atomic-orbital basis, where the density matrix times the overlap matrix is idempotent but in general not Hermitian. The bound as stated here applies to such data once the basis has been orthonormalised.

## Two tilted orbitals that attain the bound

Now let $c$ and $s$ be the cosine and sine of a tilt angle, with $c^2+s^2=1$ and $s\ge0$; this $c$ is unrelated to the length above. The projector onto the real orbital $(c,s)$ in a basis of two functions has the entries $c^2$, $cs$, $cs$ and $s^2$.

```lean
/-- The matrix projecting onto the real orbital `(c, s)` in a two-function basis, when
`c² + s² = 1`. -/
def orbital (c s : ℝ) : Matrix (Fin 2) (Fin 2) ℂ := !![(c : ℂ) * c, c * s; c * s, s * s]
```

Put one up-spin electron in $(1,0)$ and one down-spin electron in $(c,s)$. Then $\operatorname{Tr}Q=1$ and $\operatorname{Tr}PQ=c^2$, so $d=1-c^2=s^2$. For $x=(c,1+s)$,

$$\|Px\|^2=c^2,\qquad \|Qx\|^2=(c^2+s+s^2)^2=(1+s)^2,\qquad \|x\|^2=c^2+(1+s)^2=2(1+s).$$

The spin density is $c^2-(1+s)^2=-2s(1+s)=-s\|x\|^2$, which is exactly $-\sqrt d\,\|x\|^2$. For the normalised vector $x/\sqrt{2(1+s)}$ it is $-s$.

As $s$ runs from $0$ to $1$, this gives equality for every $d$ between $0$ and $1$. For $d>1$ the elementary estimate $\langle x,(P-Q)x\rangle\ge-\|Qx\|^2\ge-\|x\|^2$ is stronger than the bound.

The theorem states that both matrices are projectors, that the contamination is $s^2$, that $x$ is nonzero, and that equality holds. The helper `proj` checks the projector property for any real unit vector, `hd` and `hN` compute $d$ and $\|x\|^2$, and `linear_combination` closes the last identity using $c^2+s^2=1$.

```lean
/-- The bound is attained: for an up orbital `(1, 0)` and a down orbital `(c, s)` with
`c² + s² = 1` and `s ≥ 0`, the contamination is `s²` and the nonzero vector `(c, 1 + s)` gives
equality. -/
theorem spinDensity_ge_witness (c s : ℝ) (h : c ^ 2 + s ^ 2 = 1) (hs : 0 ≤ s) :
    IsProjector (orbital 1 0) ∧ IsProjector (orbital c s) ∧
    contamination (orbital 1 0) (orbital c s) = s ^ 2 ∧
    0 < sqNorm ![(c : ℂ), ((1 + s : ℝ) : ℂ)] ∧
    spinDensity (orbital 1 0) (orbital c s) ![(c : ℂ), ((1 + s : ℝ) : ℂ)] =
      -(√(contamination (orbital 1 0) (orbital c s)) *
        sqNorm ![(c : ℂ), ((1 + s : ℝ) : ℂ)]) := by
  have proj : ∀ a b : ℝ, a ^ 2 + b ^ 2 = 1 → IsProjector (orbital a b) := by
    intro a b hab
    have hc : (a : ℂ) ^ 2 + (b : ℂ) ^ 2 = 1 := by exact_mod_cast hab
    have hm : orbital a b * orbital a b = ((a : ℂ) ^ 2 + (b : ℂ) ^ 2) • orbital a b := by
      ext i j
      fin_cases i <;> fin_cases j <;>
        simp [orbital, Matrix.mul_apply, Fin.sum_univ_two] <;> ring
    refine ⟨?_, by rw [hm, hc, one_smul]⟩
    ext i j
    fin_cases i <;> fin_cases j <;> simp [orbital]
  have hd : contamination (orbital 1 0) (orbital c s) = s ^ 2 := by
    simp [contamination, orbital, trace_fin_two]
    ring
  have hN : sqNorm ![(c : ℂ), ((1 + s : ℝ) : ℂ)] = c ^ 2 + (1 + s) ^ 2 := by
    rw [sqNorm, Fin.sum_univ_two]
    show ‖(c : ℂ)‖ ^ 2 + ‖((1 + s : ℝ) : ℂ)‖ ^ 2 = _
    rw [Complex.norm_real, Complex.norm_real, Real.norm_eq_abs, Real.norm_eq_abs, sq_abs, sq_abs]
  refine ⟨proj 1 0 (by norm_num), proj c s h, hd, by rw [hN]; positivity, ?_⟩
  rw [hd, hN, Real.sqrt_sq hs]
  simp [spinDensity, orbital, Matrix.mulVec, dotProduct, Fin.sum_univ_two]
  linear_combination (-(c ^ 2 + s + s ^ 2)) * h

end

end NegativeSpinDensity
```

```lean
#print axioms NegativeSpinDensity.spinDensity_ge
#print axioms NegativeSpinDensity.contamination_pos
```

```
'NegativeSpinDensity.spinDensity_ge' depends on axioms: [propext, Classical.choice, Quot.sound]
'NegativeSpinDensity.contamination_pos' depends on axioms: [propext, Classical.choice, Quot.sound]
```
